# For independent constraints, the LINCS expansion converges exactly when all eigenvalues of its matrix exceed −1

Let $M$ be a positive definite mass matrix, $G$ a constraint Jacobian with linearly independent rows, and $S=\mathrm{diag}(s)$ a scaling with no zero entry. Every eigenvalue of

$$A = 1 - S\,G M^{-1} G^T S$$

is below 1. The partial sums $P_N=\sum_{j=0}^{N-1}A^j$ converge to $(1-A)^{-1}$ if and only if every eigenvalue of $A$ is also above $-1$.

## The linear system behind a constraint step

In molecular dynamics, an unconstrained step moves the coordinates to $x$, where the bond lengths have drifted from their prescribed values $d$. LINCS linearises the length constraints about the configuration before the step, takes their gradients there as the rows of $G$, and applies the correction $-M^{-1}G^T\lambda$. The multipliers $\lambda$ solve

$$G M^{-1}G^T\lambda = r,\qquad r = Gx-d .$$

Since $S\,GM^{-1}G^TS = 1-A$, the solution is $\lambda = S(1-A)^{-1}S\,r$. LINCS replaces the inverse by $P_N$.

The usual scaling is $s_i = (GM^{-1}G^T)_{ii}^{-1/2}$, which makes the diagonal of $A$ zero. With diagonal masses, the remaining nonzero entries couple constraints that share an atom.

A program does not form the powers of $A$. It starts from $b_0=S\,r$, computes $b_{j+1}=A\,b_j$ by sparse multiplication, adds up $b_0,\dots,b_{N-1}$, and multiplies the sum by $S$. In GROMACS, when no constraints form triangles, the highest power kept is set by `lincs-order`. For the linearised system at a fixed configuration, the theorem says when raising this order leads to the exact multipliers for every right-hand side $r$.

## What the theorem says in Lean

In `lincs_convergence`, the finite type `n` labels Cartesian coordinates, so an atom's mass appears once per coordinate, and `k` labels constraints. The hypotheses are:

- `M.PosDef`: the mass matrix is symmetric and every nonzero velocity has positive kinetic energy. It need not be diagonal.
- `LinearIndependent ℝ G.row`: no constraint gradient is a combination of the others, so there are no redundant constraints.
- `∀ i, s i ≠ 0`: the scaling is invertible. Positive scale factors are a special case.

`IsEigenvalue A μ` means that some nonzero real vector is multiplied by the real number `μ`. Nothing is lost by this, because $A$ is symmetric. `partialSum A N` has $N$ terms, with highest power $N-1$ when $N\ge1$. `Tendsto … (𝓝 …)` is entrywise convergence.

The theorem concerns one linear solve in exact arithmetic. It does not treat the nonlinear constraint equations, LINCS's correction for bond rotation, or rounding.

## Why no eigenvalue reaches 1

Let $Av=\mu v$ with $v\neq0$, and put $w=G^TSv$. Then

$$(1-\mu)\,v^Tv = v^T(1-A)v = v^TS\,GM^{-1}G^TS\,v = w^TM^{-1}w .$$

The vector $Sv$ is nonzero because no $s_i$ vanishes, and $w$ is nonzero because it combines the independent rows of $G$ with coefficients $(Sv)_i$. The right-hand side is therefore positive. As $v^Tv>0$, it follows that $\mu<1$.

## The truncation error and its limit

Since 1 is not an eigenvalue, $1-A$ is invertible. The sum telescopes to $P_N(1-A)=1-A^N$, hence

$$(1-A)^{-1}-P_N = A^N(1-A)^{-1}.$$

Suppose that all eigenvalues exceed $-1$. They then lie strictly between $-1$ and $1$. As $A$ is symmetric, $A=UDU^T$ with $U$ orthogonal and $D$ diagonal, so $A^N=UD^NU^T\to0$ and the error vanishes.

Suppose instead that $Av=\mu v$ with $v\ne0$ and $\mu\le-1$. If $P_N$ had any limit, $P_{N+1}-P_N=A^N$ would tend to zero. But for a component $v_i\neq0$,

$$|(A^Nv)_i| = |\mu|^N|v_i|\ \ge\ |v_i| > 0 .$$

The partial sums therefore have no limit at all.

## Two normalised constraints, and three

With two constraints and zero diagonal, let $(v_0,v_1)$ be an eigenvector for $\mu$. Then $(v_0,-v_1)$ is an eigenvector for $-\mu$. Both values are below 1, so $\mu>-1$ and the expansion always converges.

Three atoms of unit mass in a straight chain give a case to work by hand. Along the chain,

$$G=\begin{pmatrix}-1&1&0\\0&-1&1\end{pmatrix},\quad GG^T=\begin{pmatrix}2&-1\\-1&2\end{pmatrix},\quad s_i=\tfrac1{\sqrt2},\quad A=\begin{pmatrix}0&\tfrac12\\\tfrac12&0\end{pmatrix}.$$

The eigenvalues are $\pm\tfrac12$. Because $A^2=\tfrac14$, four terms give $P_4=\tfrac54(1+A)$, while the exact inverse is $\tfrac43(1+A)$. The diagonal entries are $\tfrac54$ and $\tfrac43$. Their difference $\tfrac1{12}$ equals $\tfrac1{16}\cdot\tfrac43$, as the error formula requires.

Three normalised constraints can fail. Take unit masses, unit scaling and the gradients

$$\tfrac13(2,2,1),\quad \tfrac13(2,1,2),\quad \tfrac13(1,2,2).$$

These are independent unit vectors with mutual scalar products $\tfrac89$. They describe, for example, one particle tied by rigid rods to three fixed points in neighbouring directions. Here $A$ has zero diagonal and $-\tfrac89$ elsewhere, so $(1,1,1)$ has eigenvalue $-\tfrac{16}9$. The linear system for $\lambda$ has a unique solution, yet the expansion diverges.

## The complete file

```lean
import Mathlib

open Matrix Filter Topology

namespace LincsExpansion

noncomputable section

variable {n k : Type*} [Fintype n] [DecidableEq n] [Fintype k] [DecidableEq k]

/-- The LINCS matrix `A = 1 - S G M⁻¹ Gᵀ S` for masses `M`, constraint Jacobian `G` and
diagonal scaling `S = diag s`. -/
def lincsMatrix (M : Matrix n n ℝ) (G : Matrix k n ℝ) (s : k → ℝ) : Matrix k k ℝ :=
  1 - diagonal s * G * M⁻¹ * Gᵀ * diagonal s

/-- The expansion `1 + A + A² + ...` cut off after `N` terms. -/
def partialSum (A : Matrix k k ℝ) (N : ℕ) : Matrix k k ℝ := ∑ j ∈ Finset.range N, A ^ j

/-- The real number `μ` is an eigenvalue of `A`: some nonzero vector is scaled by `μ`. -/
def IsEigenvalue (A : Matrix k k ℝ) (μ : ℝ) : Prop := ∃ v : k → ℝ, v ≠ 0 ∧ A *ᵥ v = μ • v

/-- The quadratic form of `1 - A` at `v` is that of the inverse mass matrix at the
constraint force `Gᵀ S v`. -/
theorem quadratic_form (M : Matrix n n ℝ) (G : Matrix k n ℝ) (s v : k → ℝ) :
    v ⬝ᵥ ((1 - lincsMatrix M G s) *ᵥ v) =
      (Gᵀ *ᵥ (diagonal s *ᵥ v)) ⬝ᵥ (M⁻¹ *ᵥ (Gᵀ *ᵥ (diagonal s *ᵥ v))) := by
  have hd : v ᵥ* diagonal s = diagonal s *ᵥ v := by
    ext i
    simp [vecMul_diagonal, mulVec_diagonal, mul_comm]
  unfold lincsMatrix
  rw [sub_sub_cancel]
  simp only [← Matrix.mulVec_mulVec]
  rw [Matrix.dotProduct_mulVec v, Matrix.dotProduct_mulVec (v ᵥ* _), hd,
    Matrix.mulVec_transpose]

/-- For positive definite masses, independent constraints and nonzero scale factors, every
eigenvalue of the LINCS matrix is below 1. -/
theorem eigenvalue_lt_one {M : Matrix n n ℝ} {G : Matrix k n ℝ} {s : k → ℝ}
    (hM : M.PosDef) (hG : LinearIndependent ℝ G.row) (hs : ∀ i, s i ≠ 0)
    {μ : ℝ} (hμ : IsEigenvalue (lincsMatrix M G s) μ) : μ < 1 := by
  obtain ⟨v, hv, h⟩ := hμ
  -- independent constraints: a nonzero multiplier gives a nonzero force
  have hw : Gᵀ *ᵥ (diagonal s *ᵥ v) ≠ 0 := by
    intro h0
    rw [Matrix.mulVec_transpose] at h0
    have hsum : ∑ i, (diagonal s *ᵥ v) i • G.row i = 0 := by
      funext j
      have hj := congrFun h0 j
      simpa [Matrix.vecMul, dotProduct, Finset.sum_apply] using hj
    apply hv
    funext i
    have hi := Fintype.linearIndependent_iff.mp hG _ hsum i
    rw [mulVec_diagonal] at hi
    exact (mul_eq_zero.mp hi).resolve_left (hs i)
  have hpos := hM.inv.dotProduct_mulVec_pos hw
  rw [star_trivial, ← quadratic_form] at hpos
  have hq : v ⬝ᵥ ((1 - lincsMatrix M G s) *ᵥ v) = (1 - μ) * (v ⬝ᵥ v) := by
    rw [Matrix.sub_mulVec, Matrix.one_mulVec, h, dotProduct_sub, dotProduct_smul, smul_eq_mul]
    ring
  have hvv : 0 ≤ v ⬝ᵥ v := Finset.sum_nonneg fun i _ => mul_self_nonneg (v i)
  rw [hq] at hpos
  by_contra hc
  have hc' : 0 ≤ μ - 1 := by linarith [not_lt.mp hc]
  nlinarith [mul_nonneg hc' hvv]

/-- For positive definite masses, independent constraints and nonzero scale factors, cutting the
LINCS expansion after `N` terms leaves exactly the error `A^N (1 - A)⁻¹`. -/
theorem truncation_error {M : Matrix n n ℝ} {G : Matrix k n ℝ} {s : k → ℝ}
    (hM : M.PosDef) (hG : LinearIndependent ℝ G.row) (hs : ∀ i, s i ≠ 0) (N : ℕ) :
    (1 - lincsMatrix M G s)⁻¹ - partialSum (lincsMatrix M G s) N =
      lincsMatrix M G s ^ N * (1 - lincsMatrix M G s)⁻¹ := by
  -- `1 - A` is invertible because 1 is not an eigenvalue of `A`
  have hdet : (1 - lincsMatrix M G s).det ≠ 0 := by
    intro h
    obtain ⟨v, hv, h0⟩ := Matrix.exists_mulVec_eq_zero_iff.mpr h
    rw [Matrix.sub_mulVec, Matrix.one_mulVec, sub_eq_zero] at h0
    exact lt_irrefl _ (eigenvalue_lt_one hM hG hs ⟨v, hv, by rw [one_smul]; exact h0.symm⟩)
  have hinv := Matrix.mul_nonsing_inv _ (isUnit_iff_ne_zero.mpr hdet)
  have hgeo := geom_sum_mul_neg (lincsMatrix M G s) N
  have key : partialSum (lincsMatrix M G s) N =
      (1 - lincsMatrix M G s ^ N) * (1 - lincsMatrix M G s)⁻¹ := by
    rw [← hgeo, mul_assoc, hinv, mul_one, partialSum]
  rw [key, sub_mul, one_mul, sub_sub_cancel]

/-- On an eigenvector, the `N`-th power of a matrix acts as the `N`-th power of the
eigenvalue. -/
theorem pow_mulVec_eigen {A : Matrix k k ℝ} {μ : ℝ} {v : k → ℝ} (h : A *ᵥ v = μ • v) (N : ℕ) :
    (A ^ N) *ᵥ v = μ ^ N • v := by
  induction N with
  | zero => simp
  | succ N ih =>
    rw [pow_succ, ← Matrix.mulVec_mulVec, h, Matrix.mulVec_smul, ih, smul_smul, pow_succ']

/-- The powers of a symmetric matrix tend to zero if all its eigenvalues have modulus
below 1. -/
theorem pow_tendsto_zero {A : Matrix k k ℝ} (hA : A.IsHermitian)
    (h : ∀ μ, IsEigenvalue A μ → |μ| < 1) : Tendsto (fun N : ℕ => A ^ N) atTop (𝓝 0) := by
  -- orthonormal eigenvectors as the columns of `U`
  obtain ⟨U, d, hU, hev⟩ : ∃ (U : Matrix k k ℝ) (d : k → ℝ), U * star U = 1 ∧
      ∀ j, A *ᵥ (fun i => U i j) = d j • (fun i => U i j) := by
    refine ⟨hA.eigenvectorUnitary, hA.eigenvalues,
      Matrix.mem_unitaryGroup_iff.mp hA.eigenvectorUnitary.2, fun j => ?_⟩
    have hcol : (fun i => (hA.eigenvectorUnitary : Matrix k k ℝ) i j) =
        (hA.eigenvectorBasis j).ofLp := funext fun i => hA.eigenvectorUnitary_apply i j
    rw [hcol]
    exact hA.mulVec_eigenvectorBasis j
  have hU' : star U * U = 1 := mul_eq_one_comm.mp hU
  have hd : ∀ j, |d j| < 1 := by
    refine fun j => h _ ⟨_, fun h0 => ?_, hev j⟩
    have h0' : ∀ l, U l j = 0 := fun l => congrFun h0 l
    have h1 := congrFun (congrFun hU' j) j
    simp [Matrix.mul_apply, h0'] at h1
  have hform : ∀ N : ℕ, U * diagonal (fun j => d j ^ N) * star U = A ^ N := by
    intro N
    have hAU : A ^ N * U = U * diagonal (fun j => d j ^ N) := by
      ext i j
      rw [Matrix.mul_diagonal, mul_comm]
      exact congrFun (pow_mulVec_eigen (hev j) N) i
    rw [← hAU, mul_assoc, hU, mul_one]
  have h1 : Tendsto (fun N : ℕ => fun j => d j ^ N) atTop (𝓝 (0 : k → ℝ)) :=
    tendsto_pi_nhds.2 fun j => tendsto_pow_atTop_nhds_zero_of_abs_lt_one (hd j)
  have hc : Continuous fun x : k → ℝ => U * diagonal x * star U :=
    (continuous_const.matrix_mul continuous_id.matrix_diagonal).matrix_mul continuous_const
  have hz : U * diagonal (0 : k → ℝ) * star U = 0 := by
    have h0 : diagonal (0 : k → ℝ) = 0 := by
      ext i j
      simp [diagonal_apply]
    rw [h0, mul_zero, zero_mul]
  have h2 : Tendsto (fun N : ℕ => U * diagonal (fun j => d j ^ N) * star U) atTop
      (𝓝 (U * diagonal (0 : k → ℝ) * star U)) := (hc.tendsto 0).comp h1
  rw [hz] at h2
  exact h2.congr hform

/-- If a matrix has an eigenvalue at or below -1, the partial sums of its powers have no
limit. -/
theorem no_limit {A : Matrix k k ℝ} {μ : ℝ} (hμ : IsEigenvalue A μ) (hle : μ ≤ -1) :
    ¬ ∃ L, Tendsto (partialSum A) atTop (𝓝 L) := by
  rintro ⟨L, hL⟩
  obtain ⟨v, hv, h⟩ := hμ
  obtain ⟨i, hi⟩ := Function.ne_iff.mp hv
  -- consecutive partial sums differ by `A ^ N`, which would have to vanish
  have hpow : Tendsto (fun N : ℕ => A ^ N) atTop (𝓝 0) := by
    have h1 := (hL.comp (tendsto_add_atTop_nat 1)).sub hL
    rw [sub_self] at h1
    refine h1.congr fun N => ?_
    simp [partialSum, Finset.sum_range_succ]
  have hc : Continuous fun X : Matrix k k ℝ => |(X *ᵥ v) i| :=
    ((continuous_apply i).comp (continuous_id.matrix_mulVec continuous_const)).abs
  have h2 : Tendsto (fun N : ℕ => |((A ^ N) *ᵥ v) i|) atTop
      (𝓝 |((0 : Matrix k k ℝ) *ᵥ v) i|) := (hc.tendsto 0).comp hpow
  have h3 : |v i| ≤ |((0 : Matrix k k ℝ) *ᵥ v) i| := by
    refine ge_of_tendsto' h2 fun N => ?_
    rw [pow_mulVec_eigen h, Pi.smul_apply, smul_eq_mul, abs_mul, abs_pow]
    have habs : 1 ≤ |μ| := by linarith [neg_le_abs μ]
    exact le_mul_of_one_le_left (abs_nonneg _) (one_le_pow₀ habs)
  rw [Matrix.zero_mulVec, Pi.zero_apply, abs_zero] at h3
  exact hi (abs_eq_zero.mp (le_antisymm h3 (abs_nonneg _)))

/-- For positive definite masses, independent constraints and nonzero scale factors, all eigenvalues
of the LINCS matrix `A` are below 1, and the LINCS expansion converges to `(1 - A)⁻¹` if and only if
all of them exceed -1. -/
theorem lincs_convergence {M : Matrix n n ℝ} {G : Matrix k n ℝ} {s : k → ℝ}
    (hM : M.PosDef) (hG : LinearIndependent ℝ G.row) (hs : ∀ i, s i ≠ 0) :
    (∀ μ, IsEigenvalue (lincsMatrix M G s) μ → μ < 1) ∧
    (Tendsto (partialSum (lincsMatrix M G s)) atTop (𝓝 (1 - lincsMatrix M G s)⁻¹) ↔
      ∀ μ, IsEigenvalue (lincsMatrix M G s) μ → -1 < μ) := by
  refine ⟨fun μ => eigenvalue_lt_one hM hG hs, fun h μ hμ => ?_, fun h => ?_⟩
  · by_contra hc
    exact no_limit hμ (not_lt.mp hc) ⟨_, h⟩
  · have hT : (M⁻¹)ᵀ = M⁻¹ := by
      rw [← conjTranspose_eq_transpose_of_trivial]
      exact hM.inv.isHermitian
    have hA : (lincsMatrix M G s).IsHermitian := by
      unfold Matrix.IsHermitian lincsMatrix
      rw [conjTranspose_eq_transpose_of_trivial]
      simp only [transpose_sub, transpose_one, transpose_mul, diagonal_transpose,
        transpose_transpose, hT, Matrix.mul_assoc]
    have hp := pow_tendsto_zero hA fun μ hμ =>
      abs_lt.2 ⟨h μ hμ, eigenvalue_lt_one hM hG hs hμ⟩
    -- the truncation error vanishes with `A ^ N`
    have h1 := (hp.mul_const (1 - lincsMatrix M G s)⁻¹).const_sub (1 - lincsMatrix M G s)⁻¹
    rw [zero_mul, sub_zero] at h1
    refine h1.congr fun N => ?_
    rw [← truncation_error hM hG hs N, sub_sub_cancel]

/-- For positive definite masses and two independent constraints, scaled so that the LINCS matrix
has zero diagonal, the expansion always converges to `(1 - A)⁻¹`. -/
theorem two_constraints_converge {M : Matrix n n ℝ} {G : Matrix (Fin 2) n ℝ} {s : Fin 2 → ℝ}
    (hM : M.PosDef) (hG : LinearIndependent ℝ G.row) (hs : ∀ i, s i ≠ 0)
    (hn : ∀ i, lincsMatrix M G s i i = 0) :
    Tendsto (partialSum (lincsMatrix M G s)) atTop (𝓝 (1 - lincsMatrix M G s)⁻¹) := by
  refine (lincs_convergence hM hG hs).2.2 fun μ hμ => ?_
  obtain ⟨v, hv, h⟩ := hμ
  have e0 := congrFun h 0
  have e1 := congrFun h 1
  simp only [Matrix.mulVec, dotProduct, Fin.sum_univ_two, Pi.smul_apply, smul_eq_mul, hn]
    at e0 e1
  -- flipping the sign of one component turns `μ` into `-μ`
  have hneg : IsEigenvalue (lincsMatrix M G s) (-μ) := by
    refine ⟨![v 0, -v 1], fun h0 => hv ?_, ?_⟩
    · have a0 := congrFun h0 0
      have a1 := congrFun h0 1
      refine funext (Fin.forall_fin_two.2 ⟨?_, ?_⟩)
      · simpa using a0
      · simpa using a1
    · refine funext (Fin.forall_fin_two.2 ⟨?_, ?_⟩)
      · simp [Matrix.mulVec, dotProduct, Fin.sum_univ_two, hn]
        linarith
      · simp [Matrix.mulVec, dotProduct, Fin.sum_univ_two, hn]
        linarith
  linarith [eigenvalue_lt_one hM hG hs hneg]

/-- A Jacobian of three constraints whose gradients are unit vectors with mutual scalar
products 8/9. -/
def bundle : Matrix (Fin 3) (Fin 3) ℝ :=
  !![2/3, 2/3, 1/3; 2/3, 1/3, 2/3; 1/3, 2/3, 2/3]

/-- With unit masses and unit scaling, the three constraints of `bundle` are independent and
their LINCS matrix has zero diagonal, yet the expansion has no limit. -/
theorem three_constraints_diverge :
    LinearIndependent ℝ bundle.row ∧
    (∀ i, lincsMatrix 1 bundle (fun _ => 1) i i = 0) ∧
    ¬ ∃ L, Tendsto (partialSum (lincsMatrix 1 bundle (fun _ => 1))) atTop (𝓝 L) := by
  have hA : lincsMatrix 1 bundle (fun _ => 1) =
      !![0, -8/9, -8/9; -8/9, 0, -8/9; -8/9, -8/9, 0] := by
    have h1 : lincsMatrix 1 bundle (fun _ => 1) = 1 - bundle * bundleᵀ := by
      simp [lincsMatrix]
    rw [h1]
    ext i j
    simp only [Matrix.sub_apply, Matrix.mul_apply, Matrix.transpose_apply,
      Fin.sum_univ_three, Matrix.one_apply]
    have third : ∀ a b c : ℝ, ![a, b, c] 2 = c := fun _ _ _ => rfl
    fin_cases i <;> fin_cases j <;> simp [bundle] <;> norm_num [third]
  refine ⟨?_, ?_, ?_⟩
  · rw [Fintype.linearIndependent_iff]
    intro g hg
    have h0 := congrFun hg 0
    have h1 := congrFun hg 1
    have h2 := congrFun hg 2
    simp [Fin.sum_univ_three, bundle] at h0 h1 h2
    intro i
    fin_cases i <;> simp <;> linarith
  · rw [hA]
    intro i
    fin_cases i <;> simp
  · rw [hA]
    -- the uniform vector has eigenvalue -16/9
    refine no_limit (μ := -16/9) ⟨fun _ => 1, fun h => ?_, ?_⟩ (by norm_num)
    · exact one_ne_zero (congrFun h 0)
    · funext i
      fin_cases i <;> norm_num [Matrix.mulVec, dotProduct, Fin.sum_univ_succ]

end

end LincsExpansion
```

```lean
#print axioms LincsExpansion.lincs_convergence
-- 'LincsExpansion.lincs_convergence' depends on axioms: [propext, Classical.choice, Quot.sound]
#print axioms LincsExpansion.two_constraints_converge
-- 'LincsExpansion.two_constraints_converge' depends on axioms: [propext, Classical.choice, Quot.sound]
#print axioms LincsExpansion.three_constraints_diverge
-- 'LincsExpansion.three_constraints_diverge' depends on axioms: [propext, Classical.choice, Quot.sound]
```

## How the proof follows the derivation

**The bound below 1.** `quadratic_form` is the identity $v^T(1-A)v=w^TM^{-1}w$; its rewrites move the factors $S$ and $G$ across the scalar product. In `eigenvalue_lt_one`, the step `hw` shows $w\neq0$: if $w$ vanished, the independence of the rows would force every $s_iv_i$, and so every $v_i$, to be zero. Positive definiteness of $M^{-1}$ then gives `hpos`, and `nlinarith` refutes $\mu\ge1$.

**The error formula.** `truncation_error` first proves that $\det(1-A)\ne0$, since a null vector of $1-A$ would be an eigenvector of $A$ for the eigenvalue 1. The telescoping identity is Mathlib's `geom_sum_mul_neg`, and multiplying it by the inverse gives `key`.

**Vanishing powers.** `pow_mulVec_eigen` proves $A^Nv=\mu^Nv$ by induction. `pow_tendsto_zero` takes an orthonormal eigenbasis from Mathlib as the columns of `U`. Its step `hform` is $A^N=UD^NU^T$. Each diagonal entry tends to zero, and continuity of the map from the diagonal to the full matrix carries the limit over.

**Divergence.** `no_limit` holds for any real square matrix, symmetric or not. It subtracts consecutive partial sums to obtain $A^N\to0$, then passes to the limit in $|v_i|\le|(A^Nv)_i|$. The result is $|v_i|\le0$, a contradiction.

**Assembly.** `lincs_convergence` uses `no_limit` for one direction. For the other it checks that $A$ is symmetric, applies `pow_tendsto_zero`, and lets the error in `truncation_error` go to zero.

**The small cases.** `two_constraints_converge` builds the sign-flipped eigenvector in `hneg` and applies the bound below 1 to $-\mu$. `three_constraints_diverge` computes the matrix of `bundle` entry by entry, solves the linear equations that establish independence, and passes the uniform vector with eigenvalue $-\tfrac{16}9$ to `no_limit`.
